# Static Lindhard function of a free two-dimensional electron gas for q > 2K

For a disc-shaped Fermi sea of radius K ≥ 0 and a wavevector q > 2K,

∫₀ᴷ dk ∫₀^{2π} dθ k / (q² + 2kq cos θ) = (π/2) (1 − √(1 − 4K²/q²)).

Up to a constant factor, this integral gives the response of a non-interacting two-dimensional electron gas to a weak static potential of wavevector q. For free electrons of mass m with two spin states at zero temperature, the static Lindhard function χ, taken positive, is

χ(q) = m/(πħ²) · (1 − √(1 − 4K²/q²)), q > 2K.

The prefactor m/(πħ²) is the density of states per unit area. The radius K is the Fermi wavevector, usually written k_F.

## Screening at short wavelengths

A code that computes the statically screened interaction of a two-dimensional electron gas in the random-phase approximation uses χ(q) at each wavevector on its grid. For non-interacting electrons in a parabolic band, the closed form replaces a sum over occupied states when q > 2K.

At q = 2.5K, for example, 4K²/q² = 0.64 and the square root is 0.6, so χ is 0.4 times the density of states. In the random-phase approximation the dielectric function is 1 + v(q)χ(q), where v(q) is the Coulomb interaction, proportional to 1/q in two dimensions. Writing v(q) · m/(πħ²) = q_s/q defines the screening wavevector q_s, and the dielectric function at this point is 1 + 0.4 q_s/q = 1 + 0.16 q_s/K.

When q is much larger than K, the difference 1 − √(1 − 4K²/q²) subtracts two nearly equal numbers. The equivalent form

(4K²/q²) / (1 + √(1 − 4K²/q²))

avoids the loss of digits.

## One circle, then the whole disc

Let the band energy be ε(k) = ħ²|k|²/(2m), and let q lie along the x-axis. An electron at polar coordinates (k, θ) that is displaced by q gains the energy

ħ²/(2m) · [(k cos θ + q)² + k² sin² θ − k²] = ħ²/(2m) · (q² + 2kq cos θ).

**Angular integral.** Take |b| < a, and set s = √(a² − b²), P = a + b cos θ and D = P + s. Both P and D are positive. Consider

F(θ) = [θ − 2 arctan(b sin θ / D)] / s.

With u = b sin θ / D, the quotient rule and s² = a² − b² give

u′ = (a + s)(P − s) / D²,
1 + u² = 2(a + s)P / D².

Hence 2u′/(1 + u²) = 1 − s/P, and F′ = 1/P. The arctangent vanishes at θ = 0 and θ = 2π, so

∫₀^{2π} dθ / (a + b cos θ) = 2π / √(a² − b²).

**One circle.** Put a = q² and b = 2kq. For 0 ≤ k ≤ K the condition q > 2K ensures |b| < a, and a² − b² = q²(q² − 4k²). The circle of radius k contributes

(2π/q) · k / √(q² − 4k²).

**Radial integral.** An antiderivative of k/√(q² − 4k²) is −√(q² − 4k²)/4, so

∫₀ᴷ k dk / √(q² − 4k²) = (q − √(q² − 4K²)) / 4.

Multiplying by 2π/q gives the disc integral.

**Response.** The Lindhard function adds the inverse excitation energies for displacements q and −q over the occupied states, with the factor 2/(2π)² for spin and the density of wavevectors. Reversing q changes the sign of b, which leaves the angular integral unchanged. Therefore

χ(q) = 2/(2π)² · (2m/ħ²) · 2 · (π/2)(1 − √(1 − 4K²/q²)),

which is the stated result.

**Large q.** Rationalising the difference gives

q² · (disc integral) = 2πK² / (1 + √(1 − 4K²/q²)) → πK²,

the area of the Fermi disc.

## The derivation in Lean

```lean
import Mathlib

open Real Filter Topology

namespace LindhardTwoDim

noncomputable section

/-- Kinetic energy of an electron of mass `m ≠ 0` with wavevector `(kx, ky)`. -/
def energy (hbar m kx ky : ℝ) : ℝ := hbar ^ 2 * (kx ^ 2 + ky ^ 2) / (2 * m)

/-- Energy needed to move an electron of mass `m ≠ 0` from the wavevector with polar
coordinates `(k, θ)` to the one displaced by `q` along the x-axis. -/
def excitation (hbar m q k θ : ℝ) : ℝ :=
  energy hbar m (k * cos θ + q) (k * sin θ) - energy hbar m (k * cos θ) (k * sin θ)

/-- The integral of `1 / (q² + 2 k q cos θ)` over a Fermi disc of radius `K`, in polar
coordinates, for `0 ≤ K` and `q > 2 K`. -/
def fermiDiscIntegral (K q : ℝ) : ℝ :=
  ∫ k in (0 : ℝ)..K, ∫ θ in (0 : ℝ)..(2 * π), k / (q ^ 2 + 2 * k * q * cos θ)

/-- Static Lindhard function (taken positive) per unit area of a two-dimensional electron gas with
two spin states and Fermi radius `K ≥ 0`, for `q > 2 K` and positive `hbar` and `m`. -/
def lindhard (hbar m K q : ℝ) : ℝ :=
  2 / (2 * π) ^ 2 * ∫ k in (0 : ℝ)..K, ∫ θ in (0 : ℝ)..(2 * π),
    k * (1 / excitation hbar m q k θ + 1 / excitation hbar m (-q) k θ)

/-- The excitation energy is `ħ²/(2m)` times `q² + 2 k q cos θ`. -/
theorem excitation_eq (hbar m q k θ : ℝ) :
    excitation hbar m q k θ = hbar ^ 2 / (2 * m) * (q ^ 2 + 2 * k * q * cos θ) := by
  unfold excitation energy
  ring

/-- If `|b| < a`, the denominator `a + b cos θ` is positive at every angle. -/
theorem denominator_pos {a b : ℝ} (h : |b| < a) (θ : ℝ) : 0 < a + b * cos θ := by
  have h1 : |b * cos θ| ≤ |b| := by
    rw [abs_mul]
    exact mul_le_of_le_one_right (abs_nonneg b) (abs_cos_le_one θ)
  linarith [neg_abs_le (b * cos θ)]

/-- For `|b| < a`, the integral of `1 / (a + b cos θ)` over a full turn is
`2π / √(a² - b²)`. -/
theorem angular_integral {a b : ℝ} (h : |b| < a) :
    ∫ θ in (0 : ℝ)..(2 * π), 1 / (a + b * cos θ) = 2 * π / √(a ^ 2 - b ^ 2) := by
  have hab : b ^ 2 < a ^ 2 :=
    sq_lt_sq' (by linarith [neg_abs_le b]) (lt_of_le_of_lt (le_abs_self b) h)
  have hs : 0 < √(a ^ 2 - b ^ 2) := Real.sqrt_pos.mpr (by linarith)
  have hs2 : √(a ^ 2 - b ^ 2) ^ 2 = a ^ 2 - b ^ 2 := Real.sq_sqrt (by linarith)
  generalize √(a ^ 2 - b ^ 2) = s at hs hs2 ⊢
  have ha : 0 < a := lt_of_le_of_lt (abs_nonneg b) h
  -- an antiderivative that is smooth on the whole circle
  have hderiv : ∀ θ : ℝ, HasDerivAt
      (fun t => (t - 2 * arctan (b * sin t / (a + s + b * cos t))) / s)
      (1 / (a + b * cos θ)) θ := by
    intro θ
    have hP := denominator_pos h θ
    have hD : 0 < a + s + b * cos θ := by linarith
    have hA : 0 < a + s := by linarith
    have hu := ((Real.hasDerivAt_sin θ).const_mul b).fun_div
      (((Real.hasDerivAt_cos θ).const_mul b).const_add (a + s)) hD.ne'
    have hF := ((hasDerivAt_id' θ).fun_sub (hu.arctan.const_mul 2)).div_const s
    refine hF.congr_deriv ?_
    change (1 - 2 * (1 / (1 + (b * sin θ / (a + s + b * cos θ)) ^ 2) *
      ((b * cos θ * (a + s + b * cos θ) - b * sin θ * (b * -sin θ)) /
        (a + s + b * cos θ) ^ 2))) / s = _
    have e1 : (a + s + b * cos θ) ^ 2 + (b * sin θ) ^ 2
        = 2 * (a + s) * (a + b * cos θ) := by
      linear_combination hs2 + b ^ 2 * sin_sq_add_cos_sq θ
    have e2 : b * cos θ * (a + s + b * cos θ) - b * sin θ * (b * -sin θ)
        = (a + s) * (a + b * cos θ - s) := by
      linear_combination hs2 + b ^ 2 * sin_sq_add_cos_sq θ
    have e3 : 1 + (b * sin θ / (a + s + b * cos θ)) ^ 2
        = 2 * (a + s) * (a + b * cos θ) / (a + s + b * cos θ) ^ 2 := by
      rw [← e1, add_div, div_self (pow_ne_zero 2 hD.ne'), div_pow]
    rw [e3, e2]
    generalize a + s + b * cos θ = D at hD ⊢
    generalize a + b * cos θ = P at hP ⊢
    generalize a + s = A at hA ⊢
    have e4 : 2 * (1 / (2 * A * P / D ^ 2) * (A * (P - s) / D ^ 2)) = (P - s) / P := by
      field_simp
    have e5 : (P - s) / P = 1 - s / P := by
      rw [sub_div, div_self hP.ne']
    rw [e4, e5, sub_sub_cancel]
    field_simp
  have hint : IntervalIntegrable (fun θ => 1 / (a + b * cos θ))
      MeasureTheory.volume 0 (2 * π) :=
    (continuous_const.div (by fun_prop)
      (fun θ => (denominator_pos h θ).ne')).intervalIntegrable _ _
  rw [intervalIntegral.integral_eq_sub_of_hasDerivAt (fun θ _ => hderiv θ) hint]
  simp

/-- For `0 ≤ k` and `q > 2 k`, the angular part of the energy denominator is smaller than
its constant part. -/
theorem shell_bound {k q : ℝ} (hk : 0 ≤ k) (hq : 2 * k < q) : |2 * k * q| < q ^ 2 := by
  have hq0 : 0 < q := by linarith
  rw [abs_of_nonneg (by positivity)]
  nlinarith [mul_pos hq0 (sub_pos.mpr hq)]

/-- Contribution of one circle of radius `k ≥ 0` in the Fermi sea, for `q > 2 k`. -/
theorem shell_integral {k q : ℝ} (hk : 0 ≤ k) (hq : 2 * k < q) :
    ∫ θ in (0 : ℝ)..(2 * π), k / (q ^ 2 + 2 * k * q * cos θ)
      = 2 * π / q * (k / √(q ^ 2 - 4 * k ^ 2)) := by
  have hq0 : 0 < q := by linarith
  calc ∫ θ in (0 : ℝ)..(2 * π), k / (q ^ 2 + 2 * k * q * cos θ)
      = ∫ θ in (0 : ℝ)..(2 * π), k * (1 / (q ^ 2 + 2 * k * q * cos θ)) := by
        simp only [mul_one_div]
    _ = k * (2 * π / √((q ^ 2) ^ 2 - (2 * k * q) ^ 2)) := by
        rw [intervalIntegral.integral_const_mul, angular_integral (shell_bound hk hq)]
    _ = 2 * π / q * (k / √(q ^ 2 - 4 * k ^ 2)) := by
        rw [show (q ^ 2) ^ 2 - (2 * k * q) ^ 2 = q ^ 2 * (q ^ 2 - 4 * k ^ 2) by ring,
          Real.sqrt_mul (sq_nonneg q), Real.sqrt_sq hq0.le]
        ring

/-- The radial integral over the circles of a Fermi disc of radius `K ≥ 0`, for `q > 2 K`. -/
theorem radial_integral {K q : ℝ} (hK : 0 ≤ K) (hq : 2 * K < q) :
    ∫ k in (0 : ℝ)..K, k / √(q ^ 2 - 4 * k ^ 2) = (q - √(q ^ 2 - 4 * K ^ 2)) / 4 := by
  have hpos : ∀ k ∈ Set.uIcc 0 K, 0 < q ^ 2 - 4 * k ^ 2 := by
    intro k hk
    rw [Set.uIcc_of_le hK] at hk
    have h1 : 0 < q - 2 * k := by linarith [hk.2]
    have h2 : 0 < q + 2 * k := by linarith [hk.1]
    nlinarith [mul_pos h1 h2]
  have hderiv : ∀ k ∈ Set.uIcc 0 K, HasDerivAt
      (fun t => -1 / 4 * √(q ^ 2 - 4 * t ^ 2)) (k / √(q ^ 2 - 4 * k ^ 2)) k := by
    intro k hk
    have h0 : HasDerivAt (fun t : ℝ => q ^ 2 - 4 * (t * t)) (-(8 * k)) k :=
      ((((hasDerivAt_id' k).fun_mul (hasDerivAt_id' k)).const_mul 4).const_sub
        (q ^ 2)).congr_deriv (by ring)
    have h1 : HasDerivAt (fun t : ℝ => q ^ 2 - 4 * t ^ 2) (-(8 * k)) k := by
      simpa only [← sq] using h0
    exact ((h1.sqrt (hpos k hk).ne').const_mul (-1 / 4)).congr_deriv (by ring)
  have hint : IntervalIntegrable (fun k => k / √(q ^ 2 - 4 * k ^ 2))
      MeasureTheory.volume 0 K :=
    (continuousOn_id.div (by fun_prop)
      (fun k hk => (Real.sqrt_pos.mpr (hpos k hk)).ne')).intervalIntegrable
  rw [intervalIntegral.integral_eq_sub_of_hasDerivAt hderiv hint,
    show q ^ 2 - 4 * (0 : ℝ) ^ 2 = q ^ 2 by ring, Real.sqrt_sq (by linarith)]
  ring

/-- For a Fermi disc of radius `K ≥ 0` and `q > 2 K`, the disc integral equals
`(π/2) (1 - √(1 - 4K²/q²))`. -/
theorem fermiDiscIntegral_eq {K q : ℝ} (hK : 0 ≤ K) (hq : 2 * K < q) :
    fermiDiscIntegral K q = π / 2 * (1 - √(1 - 4 * K ^ 2 / q ^ 2)) := by
  have hq0 : 0 < q := by linarith
  have hshell : Set.EqOn
      (fun k => ∫ θ in (0 : ℝ)..(2 * π), k / (q ^ 2 + 2 * k * q * cos θ))
      (fun k => 2 * π / q * (k / √(q ^ 2 - 4 * k ^ 2))) (Set.uIcc 0 K) := by
    intro k hk
    rw [Set.uIcc_of_le hK] at hk
    exact shell_integral hk.1 (by linarith [hk.2])
  have hfac : q ^ 2 - 4 * K ^ 2 = q ^ 2 * (1 - 4 * K ^ 2 / q ^ 2) := by
    field_simp
  unfold fermiDiscIntegral
  rw [intervalIntegral.integral_congr hshell, intervalIntegral.integral_const_mul,
    radial_integral hK hq, hfac, Real.sqrt_mul (sq_nonneg q), Real.sqrt_sq hq0.le]
  generalize √(1 - 4 * K ^ 2 / q ^ 2) = r
  linear_combination (π / 2 * (1 - r)) * mul_inv_cancel₀ hq0.ne'

/-- For positive `hbar` and `m`, `K ≥ 0` and `q > 2 K`, the static Lindhard function divided
by `m/(πħ²)` is `1 - √(1 - 4K²/q²)`. -/
theorem lindhard_eq {hbar m K q : ℝ} (hh : 0 < hbar) (hm : 0 < m) (hK : 0 ≤ K)
    (hq : 2 * K < q) :
    lindhard hbar m K q / (m / (π * hbar ^ 2)) = 1 - √(1 - 4 * K ^ 2 / q ^ 2) := by
  -- displacements by q and -q contribute equally on every circle
  have hshell : Set.EqOn
      (fun k => ∫ θ in (0 : ℝ)..(2 * π),
        k * (1 / excitation hbar m q k θ + 1 / excitation hbar m (-q) k θ))
      (fun k => 4 * m / hbar ^ 2 *
        ∫ θ in (0 : ℝ)..(2 * π), k / (q ^ 2 + 2 * k * q * cos θ)) (Set.uIcc 0 K) := by
    intro k hk
    rw [Set.uIcc_of_le hK] at hk
    have hb := shell_bound hk.1 (show 2 * k < q by linarith [hk.2])
    have hb' : |-(2 * k * q)| < q ^ 2 := by rwa [abs_neg]
    have hi : ∀ b : ℝ, |b| < q ^ 2 → IntervalIntegrable
        (fun θ => 1 / (q ^ 2 + b * cos θ)) MeasureTheory.volume 0 (2 * π) :=
      fun b h => (continuous_const.div (by fun_prop)
        (fun θ => (denominator_pos h θ).ne')).intervalIntegrable _ _
    have e : ∀ θ : ℝ,
        k * (1 / excitation hbar m q k θ + 1 / excitation hbar m (-q) k θ)
        = (2 * m / hbar ^ 2 * k) * (1 / (q ^ 2 + 2 * k * q * cos θ)
          + 1 / (q ^ 2 + -(2 * k * q) * cos θ)) := by
      intro θ
      rw [excitation_eq, excitation_eq, show (-q) ^ 2 + 2 * k * (-q) * cos θ
        = q ^ 2 + -(2 * k * q) * cos θ by ring]
      generalize q ^ 2 + 2 * k * q * cos θ = X
      generalize q ^ 2 + -(2 * k * q) * cos θ = Y
      simp only [one_div, mul_inv, inv_div]
      ring
    have c : ∫ θ in (0 : ℝ)..(2 * π), k / (q ^ 2 + 2 * k * q * cos θ)
        = k * ∫ θ in (0 : ℝ)..(2 * π), 1 / (q ^ 2 + 2 * k * q * cos θ) := by
      rw [← intervalIntegral.integral_const_mul]
      simp only [mul_one_div]
    simp only [e]
    rw [c, intervalIntegral.integral_const_mul,
      intervalIntegral.integral_add (hi _ hb) (hi _ hb'),
      angular_integral hb, angular_integral hb', neg_sq]
    ring
  have hd := fermiDiscIntegral_eq hK hq
  unfold fermiDiscIntegral at hd
  unfold lindhard
  rw [intervalIntegral.integral_congr hshell, intervalIntegral.integral_const_mul, hd,
    div_eq_iff (by positivity)]
  generalize √(1 - 4 * K ^ 2 / q ^ 2) = r
  linear_combination ((1 - r) * m / hbar ^ 2 / π) * inv_mul_cancel₀ Real.pi_ne_zero

/-- For `K ≥ 0`, `q²` times the disc integral tends to the area `πK²` of the Fermi disc as
`q` grows without bound. -/
theorem large_q_limit {K : ℝ} (hK : 0 ≤ K) :
    Tendsto (fun q => q ^ 2 * fermiDiscIntegral K q) atTop (𝓝 (π * K ^ 2)) := by
  have h0 : Tendsto (fun q : ℝ => 4 * K ^ 2 / q ^ 2) atTop (𝓝 0) :=
    tendsto_const_nhds.div_atTop (tendsto_pow_atTop two_ne_zero)
  have hr : Tendsto (fun q : ℝ => √(1 - 4 * K ^ 2 / q ^ 2)) atTop (𝓝 1) := by
    simpa using (h0.const_sub 1).sqrt
  have h2 : Tendsto (fun q : ℝ => 2 * π * K ^ 2 / (1 + √(1 - 4 * K ^ 2 / q ^ 2)))
      atTop (𝓝 (2 * π * K ^ 2 / (1 + 1))) :=
    tendsto_const_nhds.div (hr.const_add 1) (by norm_num)
  rw [show 2 * π * K ^ 2 / (1 + 1) = π * K ^ 2 by ring] at h2
  refine h2.congr' ?_
  -- rationalise the difference 1 - √(...)
  filter_upwards [eventually_gt_atTop (2 * K)] with q hq
  have hq0 : 0 < q := by linarith
  have hn : 0 ≤ 1 - 4 * K ^ 2 / q ^ 2 := by
    rw [sub_nonneg, div_le_one (by positivity)]
    nlinarith
  have hr2 : q ^ 2 * √(1 - 4 * K ^ 2 / q ^ 2) ^ 2 = q ^ 2 - 4 * K ^ 2 := by
    rw [Real.sq_sqrt hn]
    field_simp
  rw [fermiDiscIntegral_eq hK hq, div_eq_iff (by positivity)]
  generalize √(1 - 4 * K ^ 2 / q ^ 2) = r at hr2 ⊢
  linear_combination (π / 2) * hr2

end

end LindhardTwoDim
```

```lean
#print axioms LindhardTwoDim.lindhard_eq
#print axioms LindhardTwoDim.large_q_limit
```

```
'LindhardTwoDim.lindhard_eq' depends on axioms: [propext, Classical.choice, Quot.sound]
'LindhardTwoDim.large_q_limit' depends on axioms: [propext, Classical.choice, Quot.sound]
```

## Definitions, units and sign

All quantities are real numbers, and `hbar`, `m`, `K` and `q` carry no units in the type. `energy` is the parabolic band, and `excitation` is a difference of two band energies. Its cosine form is proved in `excitation_eq`.

`fermiDiscIntegral` is the iterated integral over k and θ, with the polar area factor k written into the integrand. `lindhard` has the same structure, with both displacements and the spin factor included. Its sign is positive, whereas many textbooks define the density response with a negative sign.

`fermiDiscIntegral_eq` states the disc formula under `0 ≤ K` and `2 * K < q`. `lindhard_eq` also assumes positive `hbar` and `m`, and states the result as a ratio to the density of states. `large_q_limit` expresses the limit with `Tendsto` and `atTop`, for fixed K ≥ 0.

## An antiderivative without a jump at θ = π

The angular integral uses Mathlib's `intervalIntegral.integral_eq_sub_of_hasDerivAt`, a form of the fundamental theorem of calculus. It requires a derivative at every point of the interval and an integrable derivative.

The familiar substitution t = tan(θ/2) leads to an antiderivative that jumps at θ = π. Subtracting its endpoint values would give zero for a positive integrand. The function F has no such jump, because its denominator D stays positive on the whole circle. In `angular_integral`, `hderiv` proves the derivative at every angle and `hint` supplies integrability from continuity.

Within that proof, `generalize` replaces the square root by a variable `s`, keeping only its positivity and its square. The identities `e1` and `e2` are the two algebraic simplifications behind 1 + u² and u′, and `linear_combination` derives them from s² = a² − b² and sin² θ + cos² θ = 1.

The remaining lemmas follow the calculation above:

- `denominator_pos` shows that P is positive, and `shell_bound` supplies |2kq| < q².
- `shell_integral` evaluates one circle, and `radial_integral` applies the fundamental theorem again in k.
- `fermiDiscIntegral_eq` substitutes the circle result under the outer integral with `intervalIntegral.integral_congr`, then factors q out of the square root.
- `lindhard_eq` splits the angular integral into its q and −q parts and evaluates both with `angular_integral`.
- `large_q_limit` finds the limit of the rationalised expression and shows that it agrees with q² times the disc integral once q > 2K.

## Free electrons, a sharp Fermi edge and q > 2K

The theorems establish the closed forms for every real K and q in the stated range, with no discretisation of the disc. They apply to a parabolic, isotropic band with fully occupied states inside K and empty states outside. Thermal or artificial smearing, a finite k-point grid, finite frequency and electron–electron interactions would each change the quantity being computed.

The range q > 2K keeps every excitation energy positive. For 0 < q < 2K the denominator vanishes along a chord of the disc, and the integral needs a principal-value prescription. The boundary q = 2K is also excluded.

The step from `lindhard` to a measurable response is physical: first-order perturbation theory identifies this sum of inverse excitation energies with the density change per unit of static potential, up to sign. The definition takes that identification as its starting point.
